# In a finite basis, the relaxed Hartree–Fock gap is at most the orbital gap

The Fock value of an empty orbital estimates the cost of adding an electron, and minus the Fock value of an occupied orbital estimates the cost of removing one, but both estimates keep all other orbitals frozen. Without a sign for the relaxation error, the orbital gap from one calculation says nothing definite about the gap obtained from three separately minimised energies. For global minima over real determinants in one finite basis, with the nuclei fixed, the orbital gap is an upper bound:

\[ E_{N+1}+E_{N-1}-2E_N\le F_{aa}-F_{ii}. \]

Here \(E_M\) is the lowest Hartree–Fock energy of \(M\) electrons, \(F\) is the Fock matrix of an \(N\)-electron minimiser, and \(i\) and \(a\) are any normalised occupied and empty orbitals of it. They need not be eigenvectors of \(F\). The bound concerns Hartree–Fock energies, not exact ones.

## Energies and determinants

The finite type `ι` labels \(n\) real orthonormal spin orbitals.

```lean
import Mathlib

open Matrix

namespace HartreeFockRelaxedGap

noncomputable section

variable {ι : Type*} [Fintype ι]
```

The two-electron integrals \(g_{pqrs}=(pq|rs)\) are in charge-cloud order. Two exchanges generate their eightfold symmetry.

```lean
/-- The permutation symmetry of real two-electron integrals `(pq|rs)`, given by its generators:
exchange of the first two indices and exchange of the two pairs. -/
def EightfoldSymmetric (g : ι → ι → ι → ι → ℝ) : Prop :=
  (∀ p q r s, g p q r s = g q p r s) ∧ (∀ p q r s, g p q r s = g r s p q)
```

A density matrix \(D\) produces the Coulomb minus exchange field

\[ G(D)_{pq}=\sum_{rs}\big[(pq|rs)-(pr|qs)\big]D_{rs}. \]

```lean
/-- The Coulomb minus exchange matrix generated by the density matrix `D`. -/
def meanField (g : ι → ι → ι → ι → ℝ) (D : Matrix ι ι ℝ) : Matrix ι ι ℝ :=
  Matrix.of fun p q => ∑ r, ∑ s, (g p q r s - g p r q s) * D r s
```

With the one-electron matrix \(h\), the Fock matrix is \(F=h+G(D)\). Symmetry of \(h\) is physically natural, but the argument does not use it.

```lean
/-- The Fock matrix of the density matrix `D`. -/
def fock (h : Matrix ι ι ℝ) (g : ι → ι → ι → ι → ℝ) (D : Matrix ι ι ℝ) : Matrix ι ι ℝ :=
  h + meanField g D
```

The energy is \(E(D)=\operatorname{tr}(hD)+\tfrac12\operatorname{tr}(G(D)D)\).

```lean
/-- The Hartree-Fock energy of the density matrix `D`. -/
def energy (h : Matrix ι ι ℝ) (g : ι → ι → ι → ι → ℝ) (D : Matrix ι ι ℝ) : ℝ :=
  trace (h * D) + (1 / 2) * trace (meanField g D * D)
```

An \(N\)-electron determinant is represented by \(D^T=D\), \(D^2=D\), \(\operatorname{tr}D=N\). Electron numbers are integers, so \(N-1\) is ordinary subtraction.

```lean
/-- The density matrices of `N`-electron determinants: symmetric idempotents of trace `N`. -/
def slaterDensities (N : ℤ) : Set (Matrix ι ι ℝ) :=
  {D | Dᵀ = D ∧ D * D = D ∧ trace D = (N : ℝ)}
```

\(E_N\) is the infimum of the energy over these matrices.

```lean
/-- The lowest Hartree-Fock energy of `N` electrons. -/
def groundEnergy (h : Matrix ι ι ℝ) (g : ι → ι → ι → ι → ℝ) (N : ℤ) : ℝ :=
  sInf (energy h g '' slaterDensities N)
```

## Linearity in the added occupation

Let \(P=aa^T\), written `vecMulVec a a`. Since \(G\) is linear,

\[ \begin{aligned}E(D+tP)=E(D)&+t\operatorname{tr}(hP)+\tfrac t2\big[\operatorname{tr}(G(D)P)+\operatorname{tr}(G(P)D)\big]\\&+\tfrac{t^2}2\operatorname{tr}(G(P)P).\end{aligned} \]

Reversing the order of all four summation indices and using \((pq|rs)=(sr|qp)\) shows that the two cross terms are equal. The last term is

\[ \sum_{pqrs}\big[(pq|rs)-(pr|qs)\big]a_pa_qa_ra_s=0, \]

because exchanging the names \(q\) and \(r\) turns one half into the other: an orbital does not interact with itself. Hence \(E(D+tP)=E(D)+t\,F_{aa}\), where \(F_{aa}=a^TFa\). In the code the linearity of \(G\) is `hlin`, used by rewriting; the other two facts are `hsym` and `hself`, which enter through `linear_combination`.

```lean
/-- For integrals with the eightfold symmetry, adding `t` times `a aᵀ` to a matrix `D` changes the
Hartree-Fock energy by exactly `t` times `aᵀ F a`, where `F` is the Fock matrix of `D`. -/
theorem energy_add_orbital (h : Matrix ι ι ℝ) {g : ι → ι → ι → ι → ℝ}
    (hg : EightfoldSymmetric g) (D : Matrix ι ι ℝ) (a : ι → ℝ) (t : ℝ) :
    energy h g (D + t • vecMulVec a a) = energy h g D + t * (a ⬝ᵥ fock h g D *ᵥ a) := by
  have key : ∀ f : ι → ι → ι → ι → ℝ, (∑ p, ∑ q, ∑ r, ∑ s, f p q r s)
      = ∑ x : ι × ι × ι × ι, f x.1 x.2.1 x.2.2.1 x.2.2.2 := by
    intro f
    simp only [Fintype.sum_prod_type]
  have e : ∀ p q r s, g p q r s = g s r q p := fun p q r s =>
    (hg.1 p q r s).trans ((hg.2 q p r s).trans (hg.1 r s q p))
  -- the interaction of two densities is symmetric
  have hsym : ∀ X Y : Matrix ι ι ℝ,
      trace (meanField g X * Y) = trace (meanField g Y * X) := by
    intro X Y
    simp only [trace, diag_apply, mul_apply, meanField, of_apply, Finset.sum_mul]
    rw [key, key]
    refine Fintype.sum_equiv ⟨fun x => (x.2.2.2, x.2.2.1, x.2.1, x.1),
      fun x => (x.2.2.2, x.2.2.1, x.2.1, x.1), fun _ => rfl, fun _ => rfl⟩ _ _ ?_
    rintro ⟨p, q, r, s⟩
    change (g p q r s - g p r q s) * X r s * Y q p
      = (g s r q p - g s q r p) * Y q p * X r s
    rw [← e p q r s, ← e p r q s]
    ring
  -- a single orbital does not interact with itself
  have hself : trace (meanField g (vecMulVec a a) * vecMulVec a a) = 0 := by
    simp only [trace, diag_apply, mul_apply, meanField, of_apply, Finset.sum_mul,
      vecMulVec_apply, sub_mul, Finset.sum_sub_distrib]
    rw [sub_eq_zero]
    refine Finset.sum_congr rfl fun p _ => ?_
    rw [Finset.sum_comm]
    refine Finset.sum_congr rfl fun q _ => Finset.sum_congr rfl fun r _ =>
      Finset.sum_congr rfl fun s _ => ?_
    ring
  have hexp : ∀ A : Matrix ι ι ℝ, trace (A * vecMulVec a a) = a ⬝ᵥ A *ᵥ a := by
    intro A
    simp only [trace, diag_apply, mul_apply, vecMulVec_apply, dotProduct, mulVec,
      Finset.mul_sum]
    refine Finset.sum_congr rfl fun p _ => Finset.sum_congr rfl fun q _ => ?_
    ring
  have hlin : meanField g (D + t • vecMulVec a a)
      = meanField g D + t • meanField g (vecMulVec a a) := by
    ext p q
    simp only [meanField, of_apply, Matrix.add_apply, Matrix.smul_apply, smul_eq_mul, mul_add,
      Finset.sum_add_distrib, Finset.mul_sum]
    congr 1
    refine Finset.sum_congr rfl fun r _ => Finset.sum_congr rfl fun s _ => ?_
    ring
  have hF := hexp (fock h g D)
  rw [fock, Matrix.add_mul, trace_add] at hF
  unfold energy
  rw [hlin]
  simp only [fock, Matrix.mul_add, Matrix.add_mul, Matrix.smul_mul, Matrix.mul_smul, trace_add,
    trace_smul, smul_eq_mul]
  linear_combination (t / 2) * hsym (vecMulVec a a) D + (t ^ 2 / 2) * hself + t * hF
```

## Adding and removing an electron

If \(a^Ta=1\), then \(P^T=P\), \(P^2=P\) and \(\operatorname{tr}P=1\). If also \(Da=ca\), then \(DP=cP\), and transposition gives \(PD=cP\).

```lean
/-- The density of a normalised orbital `a` is a symmetric idempotent of trace one, and a symmetric
matrix `D` with `D a = c a` multiplies it from either side by `c`. -/
theorem orbital_projector {D : Matrix ι ι ℝ} {a : ι → ℝ} {c : ℝ} (hs : Dᵀ = D)
    (ha : a ⬝ᵥ a = 1) (hc : D *ᵥ a = c • a) :
    (vecMulVec a a)ᵀ = vecMulVec a a ∧ vecMulVec a a * vecMulVec a a = vecMulVec a a ∧
      trace (vecMulVec a a) = 1 ∧ D * vecMulVec a a = c • vecMulVec a a ∧
      vecMulVec a a * D = c • vecMulVec a a := by
  have hP : (vecMulVec a a)ᵀ = vecMulVec a a := by
    ext p q
    simp only [transpose_apply, vecMulVec_apply]
    ring
  have hT : trace (vecMulVec a a) = a ⬝ᵥ a := rfl
  have hmul : ∀ (A : Matrix ι ι ℝ) (b : ℝ), A *ᵥ a = b • a →
      A * vecMulVec a a = b • vecMulVec a a := by
    intro A b hb
    ext p q
    have hp := congrFun hb p
    simp only [mulVec, dotProduct, Pi.smul_apply, smul_eq_mul] at hp
    have e : b * (a p * a q) = (∑ x, A p x * a x) * a q := by rw [hp]; ring
    simp only [mul_apply, vecMulVec_apply, Matrix.smul_apply, smul_eq_mul]
    rw [e, Finset.sum_mul]
    exact Finset.sum_congr rfl fun x _ => by ring
  have hPa : vecMulVec a a *ᵥ a = (1 : ℝ) • a := by
    ext p
    have e : (1 : ℝ) * a p = a p * (a ⬝ᵥ a) := by rw [ha]; ring
    simp only [Pi.smul_apply, smul_eq_mul]
    rw [e]
    simp only [mulVec, dotProduct, vecMulVec_apply, Finset.mul_sum]
    exact Finset.sum_congr rfl fun x _ => by ring
  have hDP := hmul D c hc
  have hPD := congrArg transpose hDP
  rw [transpose_mul, transpose_smul, hP, hs] at hPD
  exact ⟨hP, by rw [hmul _ 1 hPa, one_smul], hT.trans ha, hDP, hPD⟩
```

For an empty orbital \(c=0\), so \((D+P)^2=D+P\), with trace \(N+1\).

```lean
/-- Filling a normalised empty orbital of an `N`-electron determinant gives an
`(N + 1)`-electron determinant. -/
theorem add_orbital_mem {N : ℤ} {D : Matrix ι ι ℝ} {a : ι → ℝ} (hD : D ∈ slaterDensities N)
    (ha : a ⬝ᵥ a = 1) (hDa : D *ᵥ a = 0) : D + vecMulVec a a ∈ slaterDensities (N + 1) := by
  obtain ⟨h1, h2, h3⟩ := hD
  obtain ⟨hP, hPP, hT, hDP, hPD⟩ :=
    orbital_projector (c := 0) h1 ha (by rw [hDa, zero_smul])
  refine And.intro ?_ (And.intro ?_ ?_)
  · rw [transpose_add, h1, hP]
  · rw [Matrix.add_mul, Matrix.mul_add, Matrix.mul_add, h2, hDP, hPD, hPP]
    simp
  · simp [trace_add, h3, hT]
```

For an occupied orbital \(c=1\). With \(P=ii^T\), \((D-P)^2=D-P-P+P=D-P\), with trace \(N-1\).

```lean
/-- Emptying a normalised occupied orbital of an `N`-electron determinant gives an
`(N - 1)`-electron determinant. -/
theorem remove_orbital_mem {N : ℤ} {D : Matrix ι ι ℝ} {i : ι → ℝ} (hD : D ∈ slaterDensities N)
    (hi : i ⬝ᵥ i = 1) (hDi : D *ᵥ i = i) : D - vecMulVec i i ∈ slaterDensities (N - 1) := by
  obtain ⟨h1, h2, h3⟩ := hD
  obtain ⟨hP, hPP, hT, hDP, hPD⟩ :=
    orbital_projector (c := 1) h1 hi (by rw [hDi, one_smul])
  rw [one_smul] at hDP hPD
  refine And.intro ?_ (And.intro ?_ ?_)
  · rw [transpose_sub, h1, hP]
  · rw [Matrix.sub_mul, Matrix.mul_sub, Matrix.mul_sub, h2, hDP, hPD, hPP]
    simp
  · simp [trace_sub, h3, hT]
```

## Existence of the minima

For a symmetric idempotent,

\[ \sum_xD_{px}^2=D_{pp}. \]

Thus \(D_{pp}^2\le D_{pp}\), which gives \(D_{pp}\le1\) and then \(|D_{pq}|\le1\). The defining equations are closed conditions, so the densities form a compact set, and the continuous energy maps it to a compact set.

```lean
/-- The Hartree-Fock energies of all `N`-electron determinants form a compact set. -/
theorem isCompact_energies (h : Matrix ι ι ℝ) (g : ι → ι → ι → ι → ℝ) (N : ℤ) :
    IsCompact (energy h g '' slaterDensities N) := by
  have hG : Continuous (fun D : Matrix ι ι ℝ => meanField g D) :=
    continuous_matrix fun p q => continuous_finsetSum _ fun r _ =>
      continuous_finsetSum _ fun s _ => continuous_const.mul (continuous_id.matrix_elem r s)
  have hE : Continuous (energy h g) :=
    ((continuous_const.matrix_mul continuous_id).matrix_trace).add
      (continuous_const.mul ((hG.matrix_mul continuous_id).matrix_trace))
  have hclosed : IsClosed (slaterDensities (ι := ι) N) :=
    (isClosed_eq continuous_id.matrix_transpose continuous_id).inter
      ((isClosed_eq (continuous_id.matrix_mul continuous_id) continuous_id).inter
        (isClosed_eq continuous_id.matrix_trace continuous_const))
  have hbox : IsCompact (Set.univ.pi fun _ : ι => Set.univ.pi fun _ : ι =>
      Set.Icc (-1 : ℝ) 1) :=
    isCompact_univ_pi fun _ => isCompact_univ_pi fun _ => isCompact_Icc
  refine IsCompact.image (IsCompact.of_isClosed_subset (X := Matrix ι ι ℝ) hbox hclosed ?_) hE
  -- every entry of a symmetric idempotent lies between -1 and 1
  intro D hD p _ q _
  obtain ⟨h1, h2, -⟩ := hD
  have hrow : ∑ x, D p x ^ 2 = D p p := by
    have e := congrFun (congrFun h2 p) p
    rw [mul_apply] at e
    rw [← e]
    refine Finset.sum_congr rfl fun x _ => ?_
    have hx : D x p = D p x := congrFun (congrFun h1 p) x
    rw [hx]
    ring
  have hle : ∀ x, D p x ^ 2 ≤ D p p := fun x => by
    rw [← hrow]
    exact Finset.single_le_sum (f := fun y => D p y ^ 2) (fun y _ => sq_nonneg _)
      (Finset.mem_univ x)
  have hpp : D p p ≤ 1 := by nlinarith [hle p]
  have hq := hle q
  change -1 ≤ D p q ∧ D p q ≤ 1
  constructor <;> nlinarith
```

For \(0\le N\le n\), occupying any \(N\) basis functions gives a determinant, so the set is non-empty and the minimum is attained.

```lean
/-- For every electron number up to the size of the basis, the lowest Hartree-Fock energy is
attained by a determinant. -/
theorem groundEnergy_isLeast (h : Matrix ι ι ℝ) (g : ι → ι → ι → ι → ℝ) {N : ℕ}
    (hN : N ≤ Fintype.card ι) :
    IsLeast (energy h g '' slaterDensities (N : ℤ)) (groundEnergy h g N) := by
  classical
  refine (isCompact_energies h g N).isLeast_sInf (Set.Nonempty.image _ ?_)
  -- occupy any N basis functions
  obtain ⟨s, -, hs⟩ := Finset.exists_subset_card_eq (s := (Finset.univ : Finset ι)) hN
  refine ⟨diagonal fun p => if p ∈ s then 1 else 0, And.intro ?_ (And.intro ?_ ?_)⟩
  · rw [diagonal_transpose]
  · rw [diagonal_mul_diagonal]
    congr 1
    funext p
    by_cases hp : p ∈ s <;> simp [hp]
  · rw [trace_diagonal]
    simp [hs]
```

## The two bounds and their sum

For integrals with the eightfold symmetry and normalised \(i\) and \(a\), the frozen determinants are trial states for \(N\pm1\) electrons:

\[ E_{N+1}\le E(D)+F_{aa},\qquad E_{N-1}\le E(D)-F_{ii}. \]

The proof turns on `csInf_le`, which says that an infimum lies below each member of its set. It asks for membership, supplied by the two trial densities, and for a lower bound, supplied by compactness through `.bddBelow`. The second demand is real: Lean assigns the infimum 0 to a set of reals unbounded below, and the inequality could then fail. Attainment at \(N\pm1\) is not needed.

```lean
/-- Frozen orbitals bound the lowest energies of `N + 1` and `N - 1` electrons from above, through
the Fock expectation values of the filled and the emptied orbital. -/
theorem frozen_orbital_bounds (h : Matrix ι ι ℝ) {g : ι → ι → ι → ι → ℝ}
    (hg : EightfoldSymmetric g) {N : ℤ} {D : Matrix ι ι ℝ} {i a : ι → ℝ}
    (hD : D ∈ slaterDensities N) (hi : i ⬝ᵥ i = 1) (ha : a ⬝ᵥ a = 1)
    (hDi : D *ᵥ i = i) (hDa : D *ᵥ a = 0) :
    groundEnergy h g (N + 1) ≤ energy h g D + a ⬝ᵥ fock h g D *ᵥ a ∧
      groundEnergy h g (N - 1) ≤ energy h g D - i ⬝ᵥ fock h g D *ᵥ i := by
  have eA := energy_add_orbital h hg D a 1
  have eI := energy_add_orbital h hg D i (-1)
  rw [one_smul, one_mul] at eA
  rw [neg_smul, one_smul, ← sub_eq_add_neg, neg_one_mul, ← sub_eq_add_neg] at eI
  rw [← eA, ← eI]
  exact ⟨csInf_le (isCompact_energies h g _).bddBelow ⟨_, add_orbital_mem hD ha hDa, rfl⟩,
    csInf_le (isCompact_energies h g _).bddBelow ⟨_, remove_orbital_mem hD hi hDi, rfl⟩⟩
```

The hypothesis `hmin` says \(E(D)=E_N\), a global minimum; a merely self-consistent solution, or a minimum over closed-shell determinants only, need not satisfy it. Adding the bounds gives the result. The existence of \(i\) and \(a\) already forces \(1\le N<n\).

```lean
/-- The relaxed gap `E(N+1) + E(N-1) - 2 E(N)` of Hartree-Fock theory is at most the difference of
Fock expectation values between any empty and any occupied orbital of an `N`-electron minimiser. -/
theorem relaxed_gap_le_orbital_gap (h : Matrix ι ι ℝ) {g : ι → ι → ι → ι → ℝ}
    (hg : EightfoldSymmetric g) {N : ℤ} {D : Matrix ι ι ℝ} {i a : ι → ℝ}
    (hD : D ∈ slaterDensities N) (hmin : energy h g D = groundEnergy h g N)
    (hi : i ⬝ᵥ i = 1) (ha : a ⬝ᵥ a = 1) (hDi : D *ᵥ i = i) (hDa : D *ᵥ a = 0) :
    groundEnergy h g (N + 1) + groundEnergy h g (N - 1) - 2 * groundEnergy h g N
      ≤ a ⬝ᵥ fock h g D *ᵥ a - i ⬝ᵥ fock h g D *ᵥ i := by
  obtain ⟨h1, h2⟩ := frozen_orbital_bounds h hg hD hi ha hDi hDa
  linarith
```

Both bounds have non-negative slack, and the slacks sum to the difference between the two gaps. That difference vanishes exactly when both frozen determinants are minimisers.

```lean
/-- For an `N`-electron minimiser with an empty orbital `a` and an occupied orbital `i`, the relaxed
gap equals the orbital gap exactly when the determinant with `a` filled and the determinant with `i`
emptied both have the lowest energy for their electron number. -/
theorem relaxed_gap_eq_orbital_gap_iff (h : Matrix ι ι ℝ) {g : ι → ι → ι → ι → ℝ}
    (hg : EightfoldSymmetric g) {N : ℤ} {D : Matrix ι ι ℝ} {i a : ι → ℝ}
    (hD : D ∈ slaterDensities N) (hmin : energy h g D = groundEnergy h g N)
    (hi : i ⬝ᵥ i = 1) (ha : a ⬝ᵥ a = 1) (hDi : D *ᵥ i = i) (hDa : D *ᵥ a = 0) :
    groundEnergy h g (N + 1) + groundEnergy h g (N - 1) - 2 * groundEnergy h g N
        = a ⬝ᵥ fock h g D *ᵥ a - i ⬝ᵥ fock h g D *ᵥ i ↔
      energy h g (D + vecMulVec a a) = groundEnergy h g (N + 1) ∧
        energy h g (D - vecMulVec i i) = groundEnergy h g (N - 1) := by
  obtain ⟨h1, h2⟩ := frozen_orbital_bounds h hg hD hi ha hDi hDa
  have eA := energy_add_orbital h hg D a 1
  have eI := energy_add_orbital h hg D i (-1)
  rw [one_smul, one_mul] at eA
  rw [neg_smul, one_smul, ← sub_eq_add_neg, neg_one_mul, ← sub_eq_add_neg] at eI
  constructor
  · intro heq
    constructor <;> linarith
  · rintro ⟨h3, h4⟩
    linarith
```

## An interacting two-orbital example

Take levels 0 and 1 and \((pq|rs)=\delta_{pq}\delta_{rs}\). These describe the two spin states of one spatial orbital, split by a magnetic field, with unit repulsion between two electrons in it.

```lean
/-- Two-electron integrals of a two-orbital model: `(pq|rs)` is one if `p = q` and `r = s`, and
zero otherwise. -/
def modelRepulsion (p q r s : Fin 2) : ℝ := if p = q ∧ r = s then 1 else 0
```

With indices 0 and 1, the energy is \(E(X)=X_{11}+X_{00}X_{11}-X_{01}X_{10}\). For one electron, symmetry, idempotency and unit trace turn this into \(X_{01}^2+X_{11}^2\ge0\). Occupying the lower orbital gives 0, so that determinant is a minimiser and every hypothesis is met. Both gaps equal 2 here: for zero and for two electrons there is only one determinant, so nothing can relax.

```lean
/-- In the two-orbital model with one-electron levels 0 and 1, the determinant occupying the first
orbital meets all hypotheses of the gap theorem for one electron. -/
theorem relaxed_gap_witness :
    EightfoldSymmetric modelRepulsion ∧
    (!![1, 0; 0, 0] : Matrix (Fin 2) (Fin 2) ℝ) ∈ slaterDensities 1 ∧
    energy !![0, 0; 0, 1] modelRepulsion !![1, 0; 0, 0]
      = groundEnergy !![0, 0; 0, 1] modelRepulsion 1 ∧
    (![1, 0] : Fin 2 → ℝ) ⬝ᵥ ![1, 0] = 1 ∧ (![0, 1] : Fin 2 → ℝ) ⬝ᵥ ![0, 1] = 1 ∧
    (!![1, 0; 0, 0] : Matrix (Fin 2) (Fin 2) ℝ) *ᵥ ![1, 0] = ![1, 0] ∧
    (!![1, 0; 0, 0] : Matrix (Fin 2) (Fin 2) ℝ) *ᵥ ![0, 1] = 0 := by
  have hE : ∀ X : Matrix (Fin 2) (Fin 2) ℝ, energy !![0, 0; 0, 1] modelRepulsion X
      = X 1 1 + X 0 0 * X 1 1 - X 0 1 * X 1 0 := by
    intro X
    have hT : trace ((!![0, 0; 0, 1] : Matrix (Fin 2) (Fin 2) ℝ) * X) = X 1 1 := by
      rw [trace_fin_two, mul_apply, mul_apply]
      simp [Fin.sum_univ_two]
    unfold energy
    rw [hT]
    simp [meanField, trace_fin_two, mul_apply, Fin.sum_univ_two, modelRepulsion]
    ring
  have hmem : (!![1, 0; 0, 0] : Matrix (Fin 2) (Fin 2) ℝ) ∈ slaterDensities 1 := by
    refine And.intro ?_ (And.intro ?_ ?_)
    · ext p q
      fin_cases p <;> fin_cases q <;> simp
    · ext p q
      fin_cases p <;> fin_cases q <;> simp [mul_apply, Fin.sum_univ_two]
    · simp [trace_fin_two]
  have h0 : energy !![0, 0; 0, 1] modelRepulsion !![1, 0; 0, 0] = 0 := by
    rw [hE]
    simp
  refine ⟨⟨?_, ?_⟩, hmem, le_antisymm ?_ ?_, ?_, ?_, ?_, ?_⟩
  · intro p q r s
    fin_cases p <;> fin_cases q <;> fin_cases r <;> fin_cases s <;> simp [modelRepulsion]
  · intro p q r s
    fin_cases p <;> fin_cases q <;> fin_cases r <;> fin_cases s <;> simp [modelRepulsion]
  · -- every one-electron determinant has non-negative energy
    refine le_csInf ⟨_, _, hmem, rfl⟩ ?_
    rintro _ ⟨X, ⟨h1, h2, h3⟩, rfl⟩
    rw [h0, hE]
    have e0 := congrFun (congrFun h2 0) 0
    have e1 := congrFun (congrFun h2 1) 1
    have hs : X 1 0 = X 0 1 := congrFun (congrFun h1 0) 1
    simp only [mul_apply, Fin.sum_univ_two] at e0 e1
    rw [trace_fin_two, Int.cast_one] at h3
    have e : X 1 1 + X 0 0 * X 1 1 - X 0 1 * X 1 0 = X 0 1 ^ 2 + X 1 1 ^ 2 := by
      linear_combination -e1 + X 0 1 * hs + X 0 0 * h3 - e0
    rw [e]
    positivity
  · exact csInf_le (isCompact_energies _ _ _).bddBelow ⟨_, hmem, rfl⟩
  · simp [dotProduct, Fin.sum_univ_two]
  · simp [dotProduct, Fin.sum_univ_two]
  · ext p
    fin_cases p <;> simp [mulVec, dotProduct, Fin.sum_univ_two]
  · ext p
    fin_cases p <;> simp [mulVec, dotProduct, Fin.sum_univ_two]

end

end HartreeFockRelaxedGap
```

```lean
#print axioms HartreeFockRelaxedGap.groundEnergy_isLeast
-- 'HartreeFockRelaxedGap.groundEnergy_isLeast' depends on axioms: [propext, Classical.choice, Quot.sound]
#print axioms HartreeFockRelaxedGap.relaxed_gap_le_orbital_gap
-- 'HartreeFockRelaxedGap.relaxed_gap_le_orbital_gap' depends on axioms: [propext, Classical.choice, Quot.sound]
#print axioms HartreeFockRelaxedGap.relaxed_gap_eq_orbital_gap_iff
-- 'HartreeFockRelaxedGap.relaxed_gap_eq_orbital_gap_iff' depends on axioms: [propext, Classical.choice, Quot.sound]
```
